# The larger coupling sets the sign of the nonlocal conductance in a non-interacting two-dot splitter with levels at zero energy and no pairing within a dot

## Dots, leads and sign conventions

Two quantum dots sit on either side of a superconductor, and each has its own normal lead. An electron arriving from lead 1 can reach lead 2 as an electron (cotunnelling) or as a hole (crossed Andreev reflection, in which a Cooper pair forms from one electron of each lead). The two processes contribute with opposite signs to the current in lead 2, and the question is which sign wins.

Energies are measured from the chemical potential of the superconductor, and both dot levels lie at zero. The channels are electron 1, electron 2, hole 1, hole 2, numbered 0, 1, 2, 3 as in Lean.

```lean
import Mathlib

open Matrix Complex

namespace CooperPairSplitter

noncomputable section
```

Let $t$ be the amplitude for normal tunnelling between the dots and $D$ the amplitude for crossed pairing, both real. The letter $D$ stands for the coupling induced between the dots, not for the gap of the superconductor. The Hamiltonian is

$$H=\begin{pmatrix}0&t&0&D\\ t&0&D&0\\ 0&D&0&-t\\ D&0&-t&0\end{pmatrix}.$$

The equal signs of the two pairing entries fit one spin sector of singlet pairing: electrons of one spin, holes of the other. There is no pairing within a single dot and no Coulomb interaction. Reducing a real device, with its charging energy and its superconductor, to this constant matrix is a physical assumption that no hypothesis below justifies.

```lean
/-- Hamiltonian of two dots in the basis (electron 1, electron 2, hole 1, hole 2), with
normal tunnelling amplitude `t` and crossed pairing amplitude `D`. -/
def hamiltonian (t D : ℝ) : Matrix (Fin 4) (Fin 4) ℂ :=
  !![0, (t : ℂ), 0, (D : ℂ);
     (t : ℂ), 0, (D : ℂ), 0;
     0, (D : ℂ), 0, -(t : ℂ);
     (D : ℂ), 0, -(t : ℂ), 0]
```

The leads enter through one number $\Gamma$, the same for every channel and independent of energy. It turns the energy $E$ into $z=E+i\Gamma$. Here $\Gamma$ is half the full width of a level; many texts use the same letter for the full width.

```lean
/-- The energy `E` shifted into the complex plane by the lead broadening `Γ`. -/
def complexEnergy (E Γ : ℝ) : ℂ := E + Γ * I
```

Two abbreviations recur: the resonance denominator $d=z^2-t^2-D^2$, called `denom`, and its squared modulus $W=|d|^2$.

```lean
/-- The resonance denominator `z² - t² - D²` at `z = E + iΓ`. -/
def denom (t D E Γ : ℝ) : ℂ := complexEnergy E Γ ^ 2 - (t : ℂ) ^ 2 - (D : ℂ) ^ 2

/-- The squared modulus `W` of the resonance denominator. -/
def W (t D E Γ : ℝ) : ℝ := ‖denom t D E Γ‖ ^ 2
```

The Green function is $G=(z-H)^{-1}$, written in Lean as a matrix inverse.

```lean
/-- The Green function `(z - H)⁻¹` at `z = E + iΓ`, used for `Γ > 0`. -/
def green (t D E Γ : ℝ) : Matrix (Fin 4) (Fin 4) ℂ :=
  (complexEnergy E Γ • 1 - hamiltonian t D)⁻¹
```

The scattering matrix is $S=1-2i\Gamma G$, the usual form for energy-independent leads. It is taken here as a definition. The entry $S_{ij}$ is the amplitude from channel $j$ to channel $i$.

```lean
/-- The scattering matrix `S = 1 - 2iΓ (z - H)⁻¹`, used for `Γ > 0`; the entry `S i j` is the
amplitude from channel `j` to channel `i`. -/
def scattering (t D E Γ : ℝ) : Matrix (Fin 4) (Fin 4) ℂ :=
  1 - (2 * I * (Γ : ℂ)) • green t D E Γ
```

The nonlocal conductance, in units of $e^2/h$ and for one spin sector, is $|S_{10}|^2-|S_{30}|^2$. It describes the zero-temperature differential response of lead 2 to a bias $E/e$ on lead 1. Outgoing electrons count as positive; with current counted into the device, the sign is reversed.

```lean
/-- Nonlocal conductance of one spin sector in units of `e²/h`: the probability that an electron
from lead 1 leaves as an electron in lead 2, minus the probability that it leaves there as a hole.
-/
def nonlocalConductance (t D E Γ : ℝ) : ℝ :=
  ‖scattering t D E Γ 1 0‖ ^ 2 - ‖scattering t D E Γ 3 0‖ ^ 2
```

## The square of the Hamiltonian is a number

$H$ connects channels 0 and 2 only to channels 1 and 3, so $H^2$ can have off-diagonal entries only within these two pairs. Those entries cancel:

$$(H^2)_{20}=Dt+(-t)D=0,\qquad (H^2)_{31}=Dt+(-t)D=0.$$

Each diagonal entry is $t^2+D^2$. Hence $H^2=(t^2+D^2)\,1$. The Lean proof checks the sixteen entries one at a time.

```lean
/-- The Hamiltonian squares to the number `t² + D²` times the identity. -/
theorem hamiltonian_sq (t D : ℝ) :
    hamiltonian t D * hamiltonian t D = ((t : ℂ) ^ 2 + (D : ℂ) ^ 2) • 1 := by
  ext i j
  fin_cases i <;> fin_cases j <;>
    simp [hamiltonian, Matrix.mul_apply, Fin.sum_univ_succ] <;> ring
```

## The denominator never vanishes with open leads

From $z^2=E^2-\Gamma^2+2iE\Gamma$ it follows that

$$W=(E^2-\Gamma^2-t^2-D^2)^2+(2E\Gamma)^2.$$

Lean first separates $d$ into its real and imaginary parts, using $i^2=-1$, and then takes the squared modulus.

```lean
/-- The squared modulus `W` of the resonance denominator in terms of the real parameters of the
junction. -/
theorem W_eq (t D E Γ : ℝ) :
    W t D E Γ = (E ^ 2 - Γ ^ 2 - t ^ 2 - D ^ 2) ^ 2 + (2 * E * Γ) ^ 2 := by
  have h : denom t D E Γ =
      ((E ^ 2 - Γ ^ 2 - t ^ 2 - D ^ 2 : ℝ) : ℂ) + ((2 * E * Γ : ℝ) : ℂ) * I := by
    simp only [denom, complexEnergy]
    push_cast
    linear_combination (Γ : ℂ) ^ 2 * I_sq
  rw [W, h, ← Complex.normSq_eq_norm_sq, Complex.normSq_add_mul_I]
```

Let $\Gamma>0$, which means that electrons on the dots can escape into the leads. If $E\neq0$, the second square is positive. If $E=0$, the first is $(\Gamma^2+t^2+D^2)^2>0$. The proof makes the same case distinction.

```lean
/-- With open leads, `Γ > 0`, the denominator `W` is positive at every real energy. -/
theorem W_pos (t D E : ℝ) {Γ : ℝ} (hΓ : 0 < Γ) : 0 < W t D E Γ := by
  rw [W_eq]
  by_cases hE : E = 0
  · have h : 0 < (Γ ^ 2 + t ^ 2 + D ^ 2) ^ 2 := by positivity
    rw [hE]
    linarith
  · have h : 0 < (2 * E * Γ) ^ 2 := by positivity
    linarith [sq_nonneg (E ^ 2 - Γ ^ 2 - t ^ 2 - D ^ 2)]
```

## The Green function in closed form

Since $H^2$ is a number, the difference of squares is one too:

$$(z-H)(z+H)=z^2-H^2=d\,1 .$$

Because $d\neq0$, division gives

$$G=\frac{z+H}{d}.$$

The theorem states both that $z-H$ times `green` is the identity and that `green` has this form.

The last step rests on `Matrix.inv_eq_right_inv`. Mathlib defines the inverse of a square matrix through its determinant and adjugate, and returns zero if the determinant is not invertible. Working from that definition would require a $4\times4$ determinant and its cofactors. The lemma needs only a matrix $B$ with $AB=1$: then $\det A\,\det B=1$, so $A$ is invertible and $A^{-1}=A^{-1}(AB)=B$. The difference of squares supplies such a $B$.

```lean
/-- For `Γ > 0` the matrix `z - H` is invertible, and its inverse is
`(z + H) / (z² - t² - D²)`. -/
theorem green_function (t D E : ℝ) {Γ : ℝ} (hΓ : 0 < Γ) :
    (complexEnergy E Γ • 1 - hamiltonian t D) * green t D E Γ = 1 ∧
    green t D E Γ = (denom t D E Γ)⁻¹ • (complexEnergy E Γ • 1 + hamiltonian t D) := by
  have hd : denom t D E Γ ≠ 0 := by
    intro h
    have hW := W_pos t D E hΓ
    simp [W, h] at hW
  -- the difference of squares is a number because H² is
  have hp : (complexEnergy E Γ • 1 - hamiltonian t D) *
      (complexEnergy E Γ • 1 + hamiltonian t D) = denom t D E Γ • 1 := by
    simp only [sub_mul, mul_add, smul_mul_assoc, mul_smul_comm, one_mul, mul_one,
      hamiltonian_sq, denom]
    module
  have h : (complexEnergy E Γ • 1 - hamiltonian t D) *
      ((denom t D E Γ)⁻¹ • (complexEnergy E Γ • 1 + hamiltonian t D)) = 1 := by
    rw [mul_smul_comm, hp, smul_smul, inv_mul_cancel₀ hd, one_smul]
  have hinv : green t D E Γ =
      (denom t D E Γ)⁻¹ • (complexEnergy E Γ • 1 + hamiltonian t D) :=
    Matrix.inv_eq_right_inv h
  exact ⟨by rw [hinv]; exact h, hinv⟩
```

## Probability is conserved

Put $M=z-H$. Since $H$ is Hermitian and $z^*=z-2i\Gamma$,

$$M^\dagger=M-2i\Gamma\,1,\qquad S=(M-2i\Gamma)M^{-1}=M^\dagger M^{-1}.$$

$M^\dagger$ differs from $M$ by a number, so the two commute, and

$$S^\dagger S=(M^{-1})^\dagger MM^\dagger M^{-1}=(M^{-1})^\dagger M^\dagger MM^{-1}=(MM^{-1})^\dagger(MM^{-1})=1 .$$

In Lean, `hMH`, `hS` and `hc` are the shifted adjoint, the quotient form and the commutation; the `calc` block is the line above. Membership in `Matrix.unitaryGroup` is the statement that $S$ is unitary.

```lean
/-- For `Γ > 0` the scattering matrix is unitary. -/
theorem scattering_unitary (t D E : ℝ) {Γ : ℝ} (hΓ : 0 < Γ) :
    scattering t D E Γ ∈ Matrix.unitaryGroup (Fin 4) ℂ := by
  have hH : (hamiltonian t D)ᴴ = hamiltonian t D := by
    ext i j
    fin_cases i <;> fin_cases j <;> simp [hamiltonian, Matrix.conjTranspose_apply]
  have hz : star (complexEnergy E Γ) = complexEnergy E Γ - 2 * I * (Γ : ℂ) := by
    rw [Complex.star_def]
    simp only [complexEnergy, map_add, map_mul, Complex.conj_ofReal, Complex.conj_I]
    ring
  obtain ⟨M, hM⟩ : ∃ M, M = complexEnergy E Γ • 1 - hamiltonian t D := ⟨_, rfl⟩
  have hMG : M * green t D E Γ = 1 := by
    rw [hM]
    exact (green_function t D E hΓ).1
  have hMH : Mᴴ = M - (2 * I * (Γ : ℂ)) • 1 := by
    rw [hM, Matrix.conjTranspose_sub, Matrix.conjTranspose_smul, Matrix.conjTranspose_one,
      hH, hz]
    module
  -- S is the quotient of M† and M, which commute
  have hS : scattering t D E Γ = Mᴴ * green t D E Γ := by
    rw [hMH, sub_mul, hMG, smul_mul_assoc, one_mul, scattering]
  have hc : M * Mᴴ = Mᴴ * M := by
    rw [hMH]
    simp only [mul_sub, sub_mul, smul_mul_assoc, mul_smul_comm, one_mul, mul_one]
  rw [Matrix.mem_unitaryGroup_iff', hS, Matrix.star_eq_conjTranspose]
  calc (Mᴴ * green t D E Γ)ᴴ * (Mᴴ * green t D E Γ)
      = (green t D E Γ)ᴴ * (M * Mᴴ) * green t D E Γ := by
        rw [Matrix.conjTranspose_mul, Matrix.conjTranspose_conjTranspose]
        simp only [Matrix.mul_assoc]
    _ = (M * green t D E Γ)ᴴ * (M * green t D E Γ) := by
        rw [hc, Matrix.conjTranspose_mul]
        simp only [Matrix.mul_assoc]
    _ = 1 := by rw [hMG, Matrix.conjTranspose_one, one_mul]
```

## Four outcomes for an incoming electron

For $i\neq j$ the identity matrix contributes nothing to $S_{ij}$, so

$$S_{ij}=-\frac{2i\Gamma H_{ij}}{d},\qquad |S_{ij}|^2=\frac{4\Gamma^2|H_{ij}|^2}{W}.$$

Transfer between two different channels thus requires a direct matrix element between them.

```lean
/-- For `Γ > 0` the probability of scattering between two different channels is
`4Γ²/W` times the squared modulus of the Hamiltonian element that couples them. -/
theorem transfer_probability (t D E : ℝ) {Γ : ℝ} (hΓ : 0 < Γ) {i j : Fin 4} (hij : i ≠ j) :
    ‖scattering t D E Γ i j‖ ^ 2 = 4 * Γ ^ 2 * ‖hamiltonian t D i j‖ ^ 2 / W t D E Γ := by
  have h : scattering t D E Γ i j =
      ((-(2 * Γ) : ℝ) : ℂ) * I * hamiltonian t D i j / denom t D E Γ := by
    rw [scattering, (green_function t D E hΓ).2]
    simp only [Matrix.sub_apply, Matrix.smul_apply, Matrix.add_apply, smul_eq_mul,
      Matrix.one_apply_ne hij]
    push_cast
    ring
  rw [h, norm_div, div_pow, norm_mul, norm_mul, Complex.norm_I, Complex.norm_real,
    Real.norm_eq_abs, mul_one, mul_pow, sq_abs, W]
  ring
```

For an electron from lead 1, the entries $H_{10}=t$, $H_{30}=D$ and $H_{20}=0$ give

$$|S_{10}|^2=\frac{4\Gamma^2t^2}{W},\qquad |S_{30}|^2=\frac{4\Gamma^2D^2}{W},\qquad S_{20}=0 .$$

The last result says that the electron never returns to lead 1 as a hole. At second order in the couplings, the path through electron 2 and the path through hole 2 have opposite amplitudes; this is the cancellation already seen in $(H^2)_{20}$.

Normal reflection also involves the identity matrix. With $H_{00}=0$,

$$S_{00}=1-\frac{2i\Gamma z}{d}=\frac{d-2i\Gamma z}{d}=\frac{E^2+\Gamma^2-t^2-D^2}{d},$$

because $2i\Gamma z=2iE\Gamma-2\Gamma^2$ removes the imaginary part of $d$. Therefore

$$|S_{00}|^2=\frac{(E^2+\Gamma^2-t^2-D^2)^2}{W}.$$

In the proof, `key` is the real numerator, and the other three parts are instances of `transfer_probability`.

```lean
/-- For `Γ > 0`, the fate of an electron arriving from lead 1: the probabilities of normal
reflection, cotunnelling and crossed Andreev reflection, and a vanishing amplitude of local
Andreev reflection. -/
theorem splitter_probabilities (t D E : ℝ) {Γ : ℝ} (hΓ : 0 < Γ) :
    ‖scattering t D E Γ 0 0‖ ^ 2 = (E ^ 2 + Γ ^ 2 - t ^ 2 - D ^ 2) ^ 2 / W t D E Γ ∧
    ‖scattering t D E Γ 1 0‖ ^ 2 = 4 * Γ ^ 2 * t ^ 2 / W t D E Γ ∧
    ‖scattering t D E Γ 3 0‖ ^ 2 = 4 * Γ ^ 2 * D ^ 2 / W t D E Γ ∧
    scattering t D E Γ 2 0 = 0 := by
  refine ⟨?_, ?_, ?_, ?_⟩
  · have hd : denom t D E Γ ≠ 0 := by
      intro h
      have hW := W_pos t D E hΓ
      simp [W, h] at hW
    -- the numerator of the reflection amplitude is real
    have key : denom t D E Γ - 2 * I * (Γ : ℂ) * complexEnergy E Γ =
        ((E ^ 2 + Γ ^ 2 - t ^ 2 - D ^ 2 : ℝ) : ℂ) := by
      simp only [denom, complexEnergy]
      push_cast
      linear_combination -(Γ : ℂ) ^ 2 * I_sq
    have h0 : hamiltonian t D 0 0 = 0 := by simp [hamiltonian]
    have h : scattering t D E Γ 0 0 =
        ((E ^ 2 + Γ ^ 2 - t ^ 2 - D ^ 2 : ℝ) : ℂ) / denom t D E Γ := by
      rw [← key, sub_div, div_self hd, scattering, (green_function t D E hΓ).2]
      simp only [Matrix.sub_apply, Matrix.smul_apply, Matrix.add_apply, smul_eq_mul,
        Matrix.one_apply_eq, h0]
      ring
    rw [h, norm_div, div_pow, Complex.norm_real, Real.norm_eq_abs, sq_abs, W]
  · rw [transfer_probability t D E hΓ (by decide)]
    simp [hamiltonian]
  · rw [transfer_probability t D E hΓ (by decide)]
    simp [hamiltonian]
  · have h := transfer_probability t D E hΓ (i := 2) (j := 0) (by decide)
    simpa [hamiltonian] using h
```

## The sign of the nonlocal conductance

Subtracting the two transfer probabilities gives

$$|S_{10}|^2-|S_{30}|^2=\frac{4\Gamma^2}{W}\,(t^2-D^2).$$

The prefactor is positive, so the sign is that of $t^2-D^2$ at every energy. `SignType.sign` takes the values $-1$, $0$ and $1$, so the theorem includes the balanced case: the conductance is zero exactly when $|t|=|D|$. Within this non-interacting model, with both levels at zero energy and no pairing within a dot, the sign of a nonlocal conductance measurement therefore tells which coupling is larger in magnitude. Pairing within the dots can break the rule: the conductance can then be positive even though $|D|>|t|$.

The rule needs $\Gamma\neq0$. Take $t=1$ and $D=E=\Gamma=0$. Then $z-H=-H$ is invertible, but $S=1$, so the nonlocal conductance is zero while $t^2-D^2=1$. The choice $\Gamma>0$, rather than $\Gamma<0$, selects the retarded Green function.

```lean
/-- For `Γ > 0` the nonlocal conductance has the sign of `t² - D²` at every energy. -/
theorem sign_nonlocalConductance (t D E : ℝ) {Γ : ℝ} (hΓ : 0 < Γ) :
    SignType.sign (nonlocalConductance t D E Γ) = SignType.sign (t ^ 2 - D ^ 2) := by
  obtain ⟨-, h1, h3, -⟩ := splitter_probabilities t D E hΓ
  have hW := W_pos t D E hΓ
  have hc : 0 < 4 * Γ ^ 2 / W t D E Γ := by positivity
  have h : nonlocalConductance t D E Γ = 4 * Γ ^ 2 / W t D E Γ * (t ^ 2 - D ^ 2) := by
    rw [nonlocalConductance, h1, h3]
    ring
  rw [h, sign_mul, sign_pos hc, one_mul]
```

## When every electron is converted into a hole in the other lead

Crossed Andreev reflection has probability one when $W=4\Gamma^2D^2$. Expanding $W$ gives

$$W-4\Gamma^2D^2=(E^2+\Gamma^2-t^2-D^2)^2+(2\Gamma t)^2 .$$

The right-hand side is $W$ times the combined probability of reflection and cotunnelling. It vanishes only if both squares do. As $\Gamma>0$, the second gives $t=0$, and the first then gives $E^2+\Gamma^2=D^2$. Conversely, these two conditions make both squares zero.

Perfect conversion thus requires $|D|\ge\Gamma$ and occurs at $E=\pm\sqrt{D^2-\Gamma^2}$; for $|D|=\Gamma$ the two energies merge at zero. In the Lean proof, `hs` is the vanishing sum of squares, `h1` and `h2` separate its terms, and the final `linear_combination` checks the converse.

```lean
/-- For `Γ > 0`, crossed Andreev reflection happens with certainty exactly when normal
tunnelling is absent and `E² + Γ² = D²`. -/
theorem perfect_crossed_andreev_iff (t D E : ℝ) {Γ : ℝ} (hΓ : 0 < Γ) :
    ‖scattering t D E Γ 3 0‖ ^ 2 = 1 ↔ t = 0 ∧ E ^ 2 + Γ ^ 2 = D ^ 2 := by
  rw [(splitter_probabilities t D E hΓ).2.2.1, div_eq_one_iff_eq (W_pos t D E hΓ).ne', W_eq]
  constructor
  · intro h
    -- the missing probability is a sum of two squares
    have hs : (E ^ 2 + Γ ^ 2 - t ^ 2 - D ^ 2) ^ 2 + (2 * Γ * t) ^ 2 = 0 := by
      linear_combination -h
    have h1 : (2 * Γ * t) ^ 2 = 0 :=
      le_antisymm (by linarith [sq_nonneg (E ^ 2 + Γ ^ 2 - t ^ 2 - D ^ 2)]) (sq_nonneg _)
    have h2 : (E ^ 2 + Γ ^ 2 - t ^ 2 - D ^ 2) ^ 2 = 0 := by rw [h1, add_zero] at hs; exact hs
    have ht : t = 0 := by
      have h3 := (pow_eq_zero_iff two_ne_zero).1 h1
      simpa [hΓ.ne'] using h3
    have h4 := (pow_eq_zero_iff two_ne_zero).1 h2
    rw [ht] at h4
    exact ⟨ht, by linarith⟩
  · rintro ⟨ht, h⟩
    rw [ht]
    linear_combination -(E ^ 2 + Γ ^ 2 - D ^ 2) * h

end

end CooperPairSplitter
```

```lean
#print axioms CooperPairSplitter.scattering_unitary
#print axioms CooperPairSplitter.sign_nonlocalConductance
#print axioms CooperPairSplitter.perfect_crossed_andreev_iff
```

```
'CooperPairSplitter.scattering_unitary' depends on axioms: [propext, Classical.choice, Quot.sound]
'CooperPairSplitter.sign_nonlocalConductance' depends on axioms: [propext, Classical.choice, Quot.sound]
'CooperPairSplitter.perfect_crossed_andreev_iff' depends on axioms: [propext, Classical.choice, Quot.sound]
```
